# Along a one-parameter family of localised benzene π orbitals, the sum of squared populations is constant and the sum of fourth powers varies as cos 6t

Benzene has three occupied π orbitals, which together spread their electrons evenly over six equivalent carbon atoms. I can mix them into three localised orbitals, each with its largest amplitude in one region of the ring, and then turn all three around the ring together. On the way, each orbital changes from being centred on an atom to being centred on a bond. Those look like chemically different pictures, yet the sum of squared atomic populations, which I am supposed to maximise, doesn't seem to move. Is it really constant, or only very flat? And if I use fourth powers instead, which picture wins?

## Squares are exactly flat; fourth powers favour atoms

The sum of squares is exactly constant along this rotation. The sum of fourth powers has a small ripple, and within the family it is largest when the orbitals are centred on atoms.

Number the atoms \(j=0,\dots,5\) and the orbitals \(k=0,1,2\), and let \(t\) be the angle of the common rotation. With one orthonormal \(p_\pi\) function per atom, the amplitudes are

\[
w_k(j)=\frac{1+x_j}{3\sqrt2},\qquad x_j=2\cos\!\left(\frac{\pi j}{3}-\varphi_k\right),\qquad \varphi_k=\frac{2\pi k}{3}+t .
\]

The population of atom \(j\) in orbital \(k\) is \(n=w_k(j)^2=(1+x_j)^2/18\).

**These are occupied orbitals.** Let \(A\) add the amplitudes of the two neighbours of each atom. It doubles a constant, and it reproduces the cosine wave because \(2\cos(\pi/3)=1\). With \(a=1/(3\sqrt2)\), this gives \(Aw=w+a\) and \(A^2w=Aw+2a=w+3a\), so

\[
(A-1)(A-2)w=(w+3a)-3(w+a)+2w=0 .
\]

In Hückel theory the orbital energy is \(\alpha+\beta\lambda\), where \(\alpha\) is the site energy, \(\beta<0\) the neighbour coupling and \(\lambda\) an eigenvalue of \(A\). The occupied levels of benzene are \(\lambda=2\) and the degenerate pair \(\lambda=1\).

For the overlaps, \(\sum_j x_j=0\), and the product of two such waves sums to \(12\cos(\varphi_k-\varphi_l)\). Hence

\[
\sum_j w_k(j)w_l(j)=\frac{6+12\cos(\varphi_k-\varphi_l)}{18}=\frac{1+2\cos(\varphi_k-\varphi_l)}{3},
\]

which is 1 for \(k=l\) and 0 otherwise. Summing over orbitals instead, the terms in \(\cos(\pi i/3-\varphi_k)\) and \(\cos(\pi(i+j)/3-2\varphi_k)\) cancel over the three equally spaced phases, leaving

\[
\sum_k w_k(i)w_k(j)=\frac{3+6\cos(\pi(i-j)/3)}{18}=\frac{1+2\cos(\pi(i-j)/3)}{6}.
\]

The density matrix therefore doesn't depend on \(t\): the rotation changes the picture, not the state.

**The power sums.** Fix \(k\) and write \(c=\cos\varphi_k\), \(u=\sqrt3\sin\varphi_k\). The six values of \(x_j\) are \(\pm2c\), \(\pm(c+u)\), \(\pm(c-u)\), so odd powers sum to zero. Substituting \(u^2=3-3c^2\) in the even ones gives

\[
\begin{aligned}
\sum_j x_j^2&=12c^2+4u^2=12,\\
\sum_j x_j^4&=36c^4+24c^2u^2+4u^4=36,\\
\sum_j x_j^6&=132c^6+60c^4u^2+60c^2u^4+4u^6=120+12C,\\
\sum_j x_j^8&=516c^8+112c^6u^2+280c^4u^4+112c^2u^6+4u^8=420+96C,
\end{aligned}
\]

where \(C=32c^6-48c^4+18c^2-1=\cos6\varphi_k\). Since \(6\varphi_k=6t+4\pi k\), \(C=\cos6t\) for all three orbitals. The binomial expansions are now

\[
\sum_j n^2=\frac{6+6\cdot12+36}{324}=\frac{19}{54},
\]

\[
\sum_j n^4=\frac{6+28\cdot12+70\cdot36+28(120+12C)+420+96C}{18^4}=\frac{123+8\cos6t}{1944}.
\]

Multiplying by three,

\[
\sum_{k,j}n^2=\frac{19}{18},\qquad \sum_{k,j}n^4=\frac{123+8\cos6t}{648}.
\]

A squared population contains at most four powers of the cosine, too few to produce the sixth harmonic, which is the lowest one that doesn't cancel in the sum over six equally spaced atoms. The fourth-power sum is maximal when \(\cos6t=1\), that is, at \(t=m\pi/3\) with \(m\) an integer.

**Two angles in numbers.** At \(t=0\), orbital \(k=0\) is proportional to \((3,2,0,-1,0,2)\) and centred on atom 0. Its populations are \((9,4,0,1,0,4)/18\), with squares summing to \((81+16+1+16)/324=19/54\). At \(t=\pi/6\) it is centred on the bond between atoms 0 and 1, with populations \((4+2\sqrt3,\,4+2\sqrt3,\,1,\,4-2\sqrt3,\,4-2\sqrt3,\,1)/18\). The squares again sum to \(114/324=19/54\). Over all three orbitals, the fourth powers give \(131/648\approx0.202\) at the first angle and \(115/648\approx0.177\) at the second.

**First powers.** With exponent 1 the functional is just the sum of the three squared norms. That is 3 for every orthonormal set of three π orbitals, inside this family or outside it, so it can't tell localised orbitals from delocalised ones.

## What the definitions and theorems say

`orbital t k j` is the amplitude \(w_k(j)\), with `Fin 3` labelling orbitals and `Fin 6` labelling atoms. Addition in `Fin 6` is cyclic, so `j + 1` and `j - 1` in `neighbourSum` are the two ring neighbours, including across the join between atoms 5 and 0. `population` is the squared amplitude, for one electron; a doubly occupied orbital has twice this population, which multiplies the functional by \(2^p\) and moves no maximum. `localisation p t` sums the \(p\)-th powers of populations, so `localisation 4` involves eighth powers of amplitudes.

`benzene_exponents` states both formulas for every real \(t\), with no further hypothesis. `quartic_maximal_iff` says that `localisation 4 t` is at least as large as its value at every other angle `s` exactly when \(t=n\pi/3\) for some integer \(n\). `orbital_occupied`, `orbital_orthonormal` and `density_matrix` tie the given amplitudes to the occupied space of the Hückel ring.

A real localisation run differs from this model in at least two ways. A program may mix all occupied orbitals, σ orbitals included, whereas here only \(t\) varies; and its atomic populations may involve several π basis functions per atom, whereas here each atom has one orthonormal function. The maxima are maxima within this family. For Pipek–Mezey or intrinsic bond orbitals, the result means that, in this one-parameter π model, exponent 2 leaves the angle undetermined while exponent 4 fixes it up to steps of \(\pi/3\).

In Lean 4 with Mathlib:

```lean
import Mathlib

open Real

namespace BenzeneBondOrbitals

noncomputable section

/-- Amplitude on atom `j` of the `k`-th localised π orbital of benzene, at mixing angle `t`. -/
def orbital (t : ℝ) (k : Fin 3) (j : Fin 6) : ℝ :=
  (1 + 2 * cos (π * (j : ℕ) / 3 - 2 * π * (k : ℕ) / 3 - t)) / (3 * √2)

/-- Population of atom `j` in orbital `k`: the squared amplitude. -/
def population (t : ℝ) (k : Fin 3) (j : Fin 6) : ℝ := orbital t k j ^ 2

/-- Localisation functional with exponent `p`: the sum of the `p`-th powers of all atomic
populations of the three orbitals. -/
def localisation (p : ℕ) (t : ℝ) : ℝ := ∑ k : Fin 3, ∑ j : Fin 6, population t k j ^ p

/-- The nearest-neighbour matrix `A` of the six-membered ring, acting on amplitudes. -/
def neighbourSum (v : Fin 6 → ℝ) (j : Fin 6) : ℝ := v (j + 1) + v (j - 1)

/-- The six values of a cosine wave with one period around the ring. -/
theorem two_cos_site (φ : ℝ) (j : Fin 6) :
    2 * cos (π * (j : ℕ) / 3 - φ) =
      ![2 * cos φ, cos φ + √3 * sin φ, -(cos φ - √3 * sin φ), -(2 * cos φ),
        -(cos φ + √3 * sin φ), cos φ - √3 * sin φ] j := by
  have hp : 2 * cos (π / 3 - φ) = cos φ + √3 * sin φ := by
    rw [Real.cos_sub, Real.cos_pi_div_three, Real.sin_pi_div_three]; ring
  have hm : 2 * cos (π / 3 + φ) = cos φ - √3 * sin φ := by
    rw [Real.cos_add, Real.cos_pi_div_three, Real.sin_pi_div_three]; ring
  have h0 : 2 * cos (π * ((0 : ℕ) : ℝ) / 3 - φ) = 2 * cos φ := by
    rw [show π * ((0 : ℕ) : ℝ) / 3 - φ = -φ by push_cast; ring, Real.cos_neg]
  have h1 : 2 * cos (π * ((1 : ℕ) : ℝ) / 3 - φ) = cos φ + √3 * sin φ := by
    rw [show π * ((1 : ℕ) : ℝ) / 3 - φ = π / 3 - φ by push_cast; ring, hp]
  have h2 : 2 * cos (π * ((2 : ℕ) : ℝ) / 3 - φ) = -(cos φ - √3 * sin φ) := by
    rw [show π * ((2 : ℕ) : ℝ) / 3 - φ = π - (π / 3 + φ) by push_cast; ring, Real.cos_pi_sub]
    linear_combination -hm
  have h3 : 2 * cos (π * ((3 : ℕ) : ℝ) / 3 - φ) = -(2 * cos φ) := by
    rw [show π * ((3 : ℕ) : ℝ) / 3 - φ = π - φ by push_cast; ring, Real.cos_pi_sub]
    ring
  have h4 : 2 * cos (π * ((4 : ℕ) : ℝ) / 3 - φ) = -(cos φ + √3 * sin φ) := by
    rw [show π * ((4 : ℕ) : ℝ) / 3 - φ = (π / 3 - φ) + π by push_cast; ring, Real.cos_add_pi]
    linear_combination -hp
  have h5 : 2 * cos (π * ((5 : ℕ) : ℝ) / 3 - φ) = cos φ - √3 * sin φ := by
    rw [show π * ((5 : ℕ) : ℝ) / 3 - φ = 2 * π - (π / 3 + φ) by push_cast; ring,
      Real.cos_two_pi_sub, hm]
  fin_cases j
  exacts [h0, h1, h2, h3, h4, h5]

/-- Product of two orbital amplitudes with the normalisation constant evaluated. -/
theorem orbital_mul (t : ℝ) (k l : Fin 3) (i j : Fin 6) :
    orbital t k i * orbital t l j =
      (1 + 2 * cos (π * (i : ℕ) / 3 - (2 * π * (k : ℕ) / 3 + t))) *
      (1 + 2 * cos (π * (j : ℕ) / 3 - (2 * π * (l : ℕ) / 3 + t))) / 18 := by
  have h : √2 * √2 = (2 : ℝ) := Real.mul_self_sqrt (by norm_num)
  rw [orbital, orbital, div_mul_div_comm, sub_sub, sub_sub,
    show 3 * √2 * (3 * √2) = (18 : ℝ) by linear_combination 9 * h]

/-- Cosine and sine of the three phase shifts that distinguish the orbitals. -/
theorem phase_values (k : Fin 3) :
    cos (2 * π * (k : ℕ) / 3) = ![1, -(1 / 2), -(1 / 2)] k ∧
    sin (2 * π * (k : ℕ) / 3) = ![0, √3 / 2, -(√3 / 2)] k := by
  have e0 : 2 * π * ((0 : ℕ) : ℝ) / 3 = 0 := by push_cast; ring
  have e1 : 2 * π * ((1 : ℕ) : ℝ) / 3 = π - π / 3 := by push_cast; ring
  have e2 : 2 * π * ((2 : ℕ) : ℝ) / 3 = π / 3 + π := by push_cast; ring
  fin_cases k
  · exact ⟨(congrArg cos e0).trans Real.cos_zero, (congrArg sin e0).trans Real.sin_zero⟩
  · exact ⟨(congrArg cos e1).trans (by rw [Real.cos_pi_sub, Real.cos_pi_div_three]; rfl),
      (congrArg sin e1).trans (by rw [Real.sin_pi_sub, Real.sin_pi_div_three]; rfl)⟩
  · exact ⟨(congrArg cos e2).trans (by rw [Real.cos_add_pi, Real.cos_pi_div_three]; rfl),
      (congrArg sin e2).trans (by rw [Real.sin_add_pi, Real.sin_pi_div_three]; rfl)⟩

/-- Each orbital is annihilated by `(A - 1)(A - 2)`, where `A` is the nearest-neighbour matrix
of the ring. -/
theorem orbital_occupied (t : ℝ) (k : Fin 3) (j : Fin 6) :
    neighbourSum (neighbourSum (orbital t k)) j
      - 3 * neighbourSum (orbital t k) j + 2 * orbital t k j = 0 := by
  -- the cosine wave is reproduced by the sum over neighbours
  have wave : ∀ (φ : ℝ) (i : Fin 6),
      2 * cos (π * ((i + 1 : Fin 6) : ℕ) / 3 - φ) + 2 * cos (π * ((i - 1 : Fin 6) : ℕ) / 3 - φ)
        = 2 * cos (π * (i : ℕ) / 3 - φ) := by
    intro φ i
    simp only [two_cos_site]
    generalize √3 * sin φ = u
    generalize cos φ = c
    fin_cases i
    · change (c + u) + (c - u) = 2 * c; ring
    · change -(c - u) + 2 * c = c + u; ring
    · change -(2 * c) + (c + u) = -(c - u); ring
    · change -(c + u) + -(c - u) = -(2 * c); ring
    · change (c - u) + -(2 * c) = -(c + u); ring
    · change 2 * c + -(c + u) = c - u; ring
  have step : ∀ i, neighbourSum (orbital t k) i = orbital t k i + 1 / (3 * √2) := by
    intro i
    simp only [neighbourSum, orbital, sub_sub]
    linear_combination (1 / (3 * √2)) * wave (2 * π * (k : ℕ) / 3 + t) i
  have step2 : neighbourSum (neighbourSum (orbital t k)) j
      = neighbourSum (orbital t k) j + 2 * (1 / (3 * √2)) := by
    rw [neighbourSum, step, step, neighbourSum]; ring
  rw [step2, step]; ring

/-- The three orbitals are orthonormal for every `t`. -/
theorem orbital_orthonormal (t : ℝ) (k l : Fin 3) :
    ∑ j, orbital t k j * orbital t l j = if k = l then 1 else 0 := by
  have hr : √3 ^ 2 = (3 : ℝ) := Real.sq_sqrt (by norm_num)
  -- the overlap depends only on the phase difference
  have key : ∑ j, orbital t k j * orbital t l j =
      (1 + 2 * cos ((2 * π * (k : ℕ) / 3 + t) - (2 * π * (l : ℕ) / 3 + t))) / 3 := by
    rw [Real.cos_sub]
    simp only [orbital_mul, two_cos_site, Fin.sum_univ_six, Matrix.cons_val]
    linear_combination (2 / 9) * sin (2 * π * (k : ℕ) / 3 + t) *
      sin (2 * π * (l : ℕ) / 3 + t) * hr
  rw [key, add_sub_add_right_eq_sub, Real.cos_sub, (phase_values k).1, (phase_values k).2,
    (phase_values l).1, (phase_values l).2]
  fin_cases k <;> fin_cases l <;> simp <;> nlinarith [hr]

/-- The density matrix summed over the three orbitals is the same for every `t`. -/
theorem density_matrix (t : ℝ) (i j : Fin 6) :
    ∑ k, orbital t k i * orbital t k j =
      (1 + 2 * cos (π * (i : ℕ) / 3 - π * (j : ℕ) / 3)) / 6 := by
  have hr : √3 ^ 2 = (3 : ℝ) := Real.sq_sqrt (by norm_num)
  have e : ∀ (x : ℝ) (k : Fin 3), cos (x - (2 * π * (k : ℕ) / 3 + t)) =
      cos (x - t) * cos (2 * π * (k : ℕ) / 3) + sin (x - t) * sin (2 * π * (k : ℕ) / 3) := by
    intro x k
    rw [← Real.cos_sub]; congr 1; ring
  rw [← sub_sub_sub_cancel_right (π * (i : ℕ) / 3) (π * (j : ℕ) / 3) t, Real.cos_sub]
  simp only [orbital_mul, e, (phase_values _).1, (phase_values _).2, Fin.sum_univ_three,
    Matrix.cons_val]
  linear_combination (1 / 9) * sin (π * (i : ℕ) / 3 - t) * sin (π * (j : ℕ) / 3 - t) * hr

/-- In each single orbital the squares of the populations sum to `19/54`, and the fourth powers of
the populations sum to `(123 + 8 cos 6t)/1944`. -/
theorem single_orbital_sums (t : ℝ) (k : Fin 3) :
    ∑ j, population t k j ^ 2 = 19 / 54 ∧
    ∑ j, population t k j ^ 4 = (123 + 8 * cos (6 * t)) / 1944 := by
  have hpop : ∀ j, population t k j =
      (1 + 2 * cos (π * (j : ℕ) / 3 - (2 * π * (k : ℕ) / 3 + t))) ^ 2 / 18 := by
    intro j
    rw [population, sq, orbital_mul]; ring
  -- the sixth harmonic does not see the phase shift between orbitals
  have hcos : cos (6 * t) = 32 * cos (2 * π * (k : ℕ) / 3 + t) ^ 6
      - 48 * cos (2 * π * (k : ℕ) / 3 + t) ^ 4 + 18 * cos (2 * π * (k : ℕ) / 3 + t) ^ 2 - 1 := by
    rw [← Real.cos_add_nat_mul_two_pi (6 * t) (2 * (k : ℕ)),
      show 6 * t + ((2 * (k : ℕ) : ℕ) : ℝ) * (2 * π) = 2 * (3 * (2 * π * (k : ℕ) / 3 + t)) by
        push_cast; ring, Real.cos_two_mul, Real.cos_three_mul]
    ring
  have h2 : (√3 * sin (2 * π * (k : ℕ) / 3 + t)) ^ 2
      = 3 - 3 * cos (2 * π * (k : ℕ) / 3 + t) ^ 2 := by
    rw [mul_pow, Real.sq_sqrt (by norm_num), Real.sin_sq]; ring
  simp only [hpop, two_cos_site, Fin.sum_univ_six, Matrix.cons_val]
  generalize √3 * sin (2 * π * (k : ℕ) / 3 + t) = u at *
  generalize cos (2 * π * (k : ℕ) / 3 + t) = c at *
  have h4 : u ^ 4 = (3 - 3 * c ^ 2) ^ 2 := by rw [← h2]; ring
  have h6 : u ^ 6 = (3 - 3 * c ^ 2) ^ 3 := by rw [← h2]; ring
  have h8 : u ^ 8 = (3 - 3 * c ^ 2) ^ 4 := by rw [← h2]; ring
  constructor
  · linear_combination ((24 + 24 * c ^ 2) * h2 + 4 * h4) / 324
  · linear_combination ((112 + 1680 * c ^ 2 + 1680 * c ^ 4 + 112 * c ^ 6) * h2
      + (280 + 1680 * c ^ 2 + 280 * c ^ 4) * h4 + (112 + 112 * c ^ 2) * h6 + 4 * h8) / 104976
      - (8 / 1944) * hcos

/-- For the benzene π orbitals the sum of squared populations is `19/18` for every `t`, while the
sum of the fourth powers of the populations is `(123 + 8 cos 6t)/648`. -/
theorem benzene_exponents (t : ℝ) :
    localisation 2 t = 19 / 18 ∧ localisation 4 t = (123 + 8 * cos (6 * t)) / 648 := by
  simp only [localisation, (single_orbital_sums t _).1, (single_orbital_sums t _).2,
    Fin.sum_univ_three]
  constructor <;> ring

/-- Within this family of orbitals, the fourth-power functional is maximal exactly when `t` is
an integer multiple of `π/3`. -/
theorem quartic_maximal_iff (t : ℝ) :
    (∀ s, localisation 4 s ≤ localisation 4 t) ↔ ∃ n : ℤ, t = n * π / 3 := by
  have hmax : (∀ s, localisation 4 s ≤ localisation 4 t) ↔ cos (6 * t) = 1 := by
    simp only [(benzene_exponents _).2]
    constructor
    · intro h
      have h0 := h 0
      rw [mul_zero, Real.cos_zero] at h0
      linarith [Real.cos_le_one (6 * t)]
    · intro h s
      rw [h]
      linarith [Real.cos_le_one (6 * s)]
  rw [hmax, Real.cos_eq_one_iff]
  constructor
  · rintro ⟨n, hn⟩
    exact ⟨n, by linarith⟩
  · rintro ⟨n, hn⟩
    exact ⟨n, by rw [hn]; ring⟩

end

end BenzeneBondOrbitals
```

```lean
#print axioms BenzeneBondOrbitals.orbital_orthonormal
#print axioms BenzeneBondOrbitals.density_matrix
#print axioms BenzeneBondOrbitals.benzene_exponents
#print axioms BenzeneBondOrbitals.quartic_maximal_iff
```

```
'BenzeneBondOrbitals.orbital_orthonormal' depends on axioms: [propext, Classical.choice, Quot.sound]
'BenzeneBondOrbitals.density_matrix' depends on axioms: [propext, Classical.choice, Quot.sound]
'BenzeneBondOrbitals.benzene_exponents' depends on axioms: [propext, Classical.choice, Quot.sound]
'BenzeneBondOrbitals.quartic_maximal_iff' depends on axioms: [propext, Classical.choice, Quot.sound]
```

## From six cosines to the maxima

`two_cos_site` is the table of \(x_j\) in terms of \(c\) and \(u\). Each entry is reduced to \(\pi/3\pm\varphi\), or to \(\varphi\) itself, by a reflection or a shift by \(\pi\). `orbital_mul` evaluates the normalisation of a product of two amplitudes as \(1/18\), and `phase_values` lists the cosines and sines of \(2\pi k/3\).

In `orbital_occupied`, `wave` shows atom by atom that the neighbour sum reproduces the cosine. `step` and `step2` are the relations \(Aw=w+a\) and \(A^2w=Aw+2a\), and `ring` finishes the cancellation. In `orbital_orthonormal`, `key` is the overlap formula in the phase difference, after which the nine pairs of orbitals are checked separately. `density_matrix` splits each cosine by the addition formula and inserts the three phase values, which carries out the cancellation over \(k\).

`single_orbital_sums` holds the main calculation. `hcos` writes \(\cos6t\) as the polynomial \(C\), first adding \(4\pi k\) to the angle and then using the double- and triple-angle formulas. `h2`, `h4`, `h6` and `h8` replace the even powers of \(u\) by polynomials in \(c\). The two `linear_combination` calls state how much of each replacement is needed for the expanded sums to agree; only the quartic one uses `hcos`.

`benzene_exponents` adds three equal contributions. For `quartic_maximal_iff`, a maximal angle is compared with \(t=0\), where the cosine is 1, which forces \(\cos6t\ge1\) and hence equality. Conversely, \(\cos6t=1\) gives a maximum because no cosine exceeds 1. `Real.cos_eq_one_iff` then turns the condition into \(6t=2\pi n\), which is \(t=n\pi/3\).
